# The s-wave local energy of $r^s e^{-ar^2}$ at a core $c/r^2$ is bounded on $0<r<1$ exactly when $s(s+1)=2c$

Take an electron in the repulsive core $1/r^2$, in atomic units, and try the plain Gaussian $e^{-ar^2}$ as its s-wave orbital. The local energy, meaning $H\psi/\psi$ at a given radius, comes out as $1/r^2+3a-2a^2r^2$, which blows up at the origin. Multiply the Gaussian by one power of $r$ and the local energy becomes $5a-2a^2r^2$. The spike is gone.

I believe this is one instance of a general rule. For $\psi(r)=r^s e^{-ar^2}$ with real $s$ and $a>0$, and a core $c/r^2$ with $c>0$, the local energy

$$E(r)=-\frac{\psi''(r)+2\psi'(r)/r}{2\,\psi(r)}+\frac{c}{r^2}$$

should be bounded on $0<r<1$ if and only if $s(s+1)=2c$. A Gaussian orbital with the wrong power would then always give local-energy spikes at such a core. Can this be made rigorous, with both directions of the equivalence checked by machine?

## One coefficient decides between a spike and a bounded local energy

Yes. The kinetic part of the local energy contains a term $-s(s+1)/(2r^2)$, and the local energy is bounded precisely when this term cancels the core. The signs of $a$ and $c$ play no part in the equivalence, so the theorem below holds for all real $s$, $a$ and $c$.

### From the derivatives to the bound

For $r>0$ the orbital is positive, so dividing by it is harmless. The product rule gives

$$\psi'=\left(\frac{s}{r}-2ar\right)\psi .$$

Differentiating once more,

$$\psi''=\left[\left(\frac{s}{r}-2ar\right)^2-\frac{s}{r^2}-2a\right]\psi .$$

Expand the square as $s^2/r^2-4as+4a^2r^2$ and add $2\psi'/(r\psi)=2s/r^2-4a$. The terms in $1/r^2$ have total coefficient $s^2-s+2s=s(s+1)$, and the constants add up to $-4as-6a$. Hence

$$\frac{\psi''+2\psi'/r}{\psi}=\frac{s(s+1)}{r^2}-2a(2s+3)+4a^2r^2 .$$

Multiplying by $-\tfrac12$ and adding the core,

$$E(r)=\frac{k}{r^2}+a(2s+3)-2a^2r^2,\qquad k=c-\frac{s(s+1)}{2}.$$

Suppose first that $s(s+1)=2c$. Then $k=0$, and on $0<r<1$ we have $|E(r)|\le |a(2s+3)|+2a^2$.

Suppose conversely that $|E(r)|\le B$ for all $0<r<1$. Moving the regular terms to the other side gives $|k|/r^2\le M$ with $M=B+|a(2s+3)|+2a^2$. Therefore $|k|\le Mr^2\le Mr$ for every $r$ in the interval. The left side does not depend on $r$ and the right side can be made as small as we like, so $k=0$.

The sign of $k$ also fixes the direction of the spike. If $s(s+1)<2c$, then $k>0$ and $E(r)\to+\infty$ as $r\to0^+$. If $s(s+1)>2c$, then $k<0$ and $E(r)\to-\infty$. The plain Gaussian has $s=0$ and $k=c$, so at any core $c/r^2$ with $c>0$ its local energy goes to $+\infty$ as $r\to0^+$.

To find the matching power for $c>0$, write the condition as $(2s+1)^2=1+8c$. Its only positive solution is

$$s=\frac{\sqrt{1+8c}-1}{2},$$

which gives $s=1$ for $c=1$, as in your example.

Finally, at the matching power the only $r$-dependence left in $E$ is $-2a^2r^2$. Adding a harmonic trap $2a^2r^2$ to the potential removes it, and the local energy is then $a(2s+3)$ at every $r>0$.

### The Lean file

```lean
import Mathlib

open Filter Topology

namespace InverseSquareCoreCusp

noncomputable section

/-- The s-wave local energy `-(ψ'' + 2ψ'/r)/(2ψ) + V` of a radial function `ψ`
in the potential `V`, in atomic units. -/
def localEnergy (V ψ : ℝ → ℝ) (r : ℝ) : ℝ :=
  -(deriv (deriv ψ) r + 2 * deriv ψ r / r) / 2 / ψ r + V r

/-- The inverse-square core potential `c/r²`. -/
def core (c r : ℝ) : ℝ := c / r ^ 2

/-- The Gaussian orbital `r^s exp(-a r²)` with a real power `s`. -/
def orbital (s a r : ℝ) : ℝ := r ^ s * Real.exp (-a * r ^ 2)

/-- The orbital is positive at every `r > 0`. -/
theorem orbital_pos (s a : ℝ) {r : ℝ} (hr : 0 < r) : 0 < orbital s a r :=
  mul_pos (Real.rpow_pos_of_pos hr s) (Real.exp_pos _)

/-- At `r > 0` the radial slope of the orbital is `(s/r - 2ar) ψ`. -/
theorem hasDerivAt_orbital (s a : ℝ) {r : ℝ} (hr : 0 < r) :
    HasDerivAt (orbital s a) ((s / r - 2 * a * r) * orbital s a r) r := by
  have h1 : HasDerivAt (fun x : ℝ => x ^ s) (s * r ^ (s - 1)) r :=
    Real.hasDerivAt_rpow_const (Or.inl hr.ne')
  have h2 : HasDerivAt (fun x : ℝ => Real.exp (-a * x ^ 2))
      (Real.exp (-a * r ^ 2) * (-a * (2 * r))) r := by
    have h := ((hasDerivAt_pow 2 r).const_mul (-a)).exp
    exact h.congr_deriv (by norm_num)
  have h := h1.fun_mul h2
  refine HasDerivAt.congr_deriv (f := orbital s a) h ?_
  rw [Real.rpow_sub_one hr.ne']
  unfold orbital
  ring

/-- At `r > 0` the second radial derivative of the orbital is `((s/r - 2ar)² - s/r² - 2a) ψ`. -/
theorem hasDerivAt_deriv_orbital (s a : ℝ) {r : ℝ} (hr : 0 < r) :
    HasDerivAt (deriv (orbital s a))
      (((s / r - 2 * a * r) ^ 2 - s / r ^ 2 - 2 * a) * orbital s a r) r := by
  -- near r the first derivative is given by the formula for the slope
  have hev : deriv (orbital s a) =ᶠ[𝓝 r]
      fun x => (s / x - 2 * a * x) * orbital s a x := by
    filter_upwards [Ioi_mem_nhds hr] with x hx
    exact (hasDerivAt_orbital s a hx).deriv
  have h1 : HasDerivAt (fun x : ℝ => s / x - 2 * a * x) (-s / r ^ 2 - 2 * a) r := by
    have h := ((hasDerivAt_inv hr.ne').const_mul s).fun_sub
      ((hasDerivAt_id' r).const_mul (2 * a))
    simp only [div_eq_mul_inv]
    exact h.congr_deriv (by ring)
  refine ((h1.fun_mul (hasDerivAt_orbital s a hr)).congr_of_eventuallyEq hev).congr_deriv ?_
  ring

/-- Closed form, at `r > 0`, of the local energy of the orbital in any potential `V`: the kinetic
part contributes `-s(s+1)/(2r²) + a(2s+3) - 2a²r²`. -/
theorem localEnergy_orbital (V : ℝ → ℝ) (s a : ℝ) {r : ℝ} (hr : 0 < r) :
    localEnergy V (orbital s a) r =
      V r - s * (s + 1) / 2 / r ^ 2 + (a * (2 * s + 3) - 2 * a ^ 2 * r ^ 2) := by
  have hψ := (orbital_pos s a hr).ne'
  unfold localEnergy
  rw [(hasDerivAt_deriv_orbital s a hr).deriv, (hasDerivAt_orbital s a hr).deriv]
  field_simp
  ring

/-- The local energy of `r^s exp(-a r²)` at the core `c/r²` is bounded on `0 < r < 1`
if and only if `s(s+1) = 2c`. -/
theorem localEnergy_bounded_iff (s a c : ℝ) :
    (∃ B, ∀ r, 0 < r → r < 1 → |localEnergy (core c) (orbital s a) r| ≤ B) ↔
      s * (s + 1) = 2 * c := by
  obtain ⟨k, hk⟩ : ∃ k, k = c - s * (s + 1) / 2 := ⟨_, rfl⟩
  have hE : ∀ r, 0 < r → localEnergy (core c) (orbital s a) r =
      k / r ^ 2 + (a * (2 * s + 3) - 2 * a ^ 2 * r ^ 2) := by
    intro r hr
    rw [localEnergy_orbital _ s a hr, hk, core]
    ring
  have hsmall : ∀ r : ℝ, 0 < r → r < 1 → a ^ 2 * r ^ 2 ≤ a ^ 2 := by
    intro r h0 h1
    exact mul_le_of_le_one_right (sq_nonneg a) (by nlinarith)
  have hl := neg_abs_le (a * (2 * s + 3))
  have hu := le_abs_self (a * (2 * s + 3))
  constructor
  · rintro ⟨B, hB⟩
    obtain ⟨M, hM⟩ : ∃ M, M = B + |a * (2 * s + 3)| + 2 * a ^ 2 := ⟨_, rfl⟩
    -- boundedness squeezes the coefficient of the singular term
    have key : ∀ r, 0 < r → r < 1 → |k| ≤ M * r := by
      intro r h0 h1
      have h := hB r h0 h1
      rw [hE r h0, abs_le] at h
      have h2 := hsmall r h0 h1
      have h3 : 0 ≤ a ^ 2 * r ^ 2 := by positivity
      have h4 : 0 ≤ a ^ 2 := sq_nonneg a
      have hx : |k / r ^ 2| ≤ M := by
        rw [abs_le]
        constructor <;> linarith [h.1, h.2]
      have hM0 : 0 ≤ M := le_trans (abs_nonneg _) hx
      have hr2 : 0 < r ^ 2 := by positivity
      rw [abs_div, abs_of_pos hr2, div_le_iff₀ hr2] at hx
      have h5 : r ^ 2 ≤ r := by nlinarith
      exact hx.trans (mul_le_mul_of_nonneg_left h5 hM0)
    have hM0 : 0 ≤ M := by
      have h := key (1 / 2) (by norm_num) (by norm_num)
      linarith [abs_nonneg k]
    have hk0 : k = 0 := by
      by_contra hne
      have hp : 0 < |k| := abs_pos.mpr hne
      have hD : 0 < |k| + M + 1 := by linarith
      -- a radius small enough to contradict the squeeze
      have h := key (|k| / (|k| + M + 1)) (div_pos hp hD)
        ((div_lt_one hD).2 (by linarith))
      rw [← mul_div_assoc, le_div_iff₀ hD] at h
      nlinarith [mul_pos hp hp]
    linarith
  · intro h
    have hk0 : k = 0 := by linarith
    refine ⟨|a * (2 * s + 3)| + 2 * a ^ 2, fun r h0 h1 => ?_⟩
    have h2 := hsmall r h0 h1
    have h3 : 0 ≤ a ^ 2 * r ^ 2 := by positivity
    have h4 : 0 ≤ a ^ 2 := sq_nonneg a
    rw [hE r h0, hk0, zero_div, zero_add, abs_le]
    constructor <;> linarith

/-- As `r` decreases to `0` the local energy tends to `+∞` if `s(s+1) < 2c`
and to `-∞` if `s(s+1) > 2c`. -/
theorem localEnergy_spike (s a c : ℝ) :
    (s * (s + 1) < 2 * c →
      Tendsto (localEnergy (core c) (orbital s a)) (𝓝[>] 0) atTop) ∧
    (2 * c < s * (s + 1) →
      Tendsto (localEnergy (core c) (orbital s a)) (𝓝[>] 0) atBot) := by
  have hinv : Tendsto (fun r : ℝ => (r⁻¹) ^ 2) (𝓝[>] 0) atTop :=
    (tendsto_pow_atTop two_ne_zero).comp tendsto_inv_nhdsGT_zero
  have hc : Continuous (fun r : ℝ => a * (2 * s + 3) - 2 * a ^ 2 * r ^ 2) := by fun_prop
  have hg := (hc.tendsto 0).mono_left (nhdsWithin_le_nhds (s := Set.Ioi (0 : ℝ)))
  have heq : (fun r : ℝ => (c - s * (s + 1) / 2) * (r⁻¹) ^ 2 +
      (a * (2 * s + 3) - 2 * a ^ 2 * r ^ 2)) =ᶠ[𝓝[>] 0]
      localEnergy (core c) (orbital s a) := by
    filter_upwards [self_mem_nhdsWithin] with r hr
    rw [localEnergy_orbital _ s a hr, core]
    ring
  constructor
  · intro h
    have hk : 0 < c - s * (s + 1) / 2 := by linarith
    exact ((hinv.const_mul_atTop hk).atTop_add hg).congr' heq
  · intro h
    have hk : c - s * (s + 1) / 2 < 0 := by linarith
    exact ((hinv.const_mul_atTop_of_neg hk).atBot_add hg).congr' heq

/-- For an ordinary Gaussian `exp(-a r²)` at a repulsive core `c/r²`, the local energy
tends to `+∞` as `r` decreases to `0`. -/
theorem gaussian_spike (a : ℝ) {c : ℝ} (hc : 0 < c) :
    Tendsto (localEnergy (core c) (fun r => Real.exp (-a * r ^ 2))) (𝓝[>] 0) atTop := by
  have h : (fun r : ℝ => Real.exp (-a * r ^ 2)) = orbital 0 a := by
    funext r
    simp [orbital]
  rw [h]
  exact (localEnergy_spike 0 a c).1 (by linarith)

/-- For a repulsive core the only positive power with `s(s+1) = 2c` is
`s = (√(1+8c) - 1)/2`. -/
theorem positive_power_iff (s : ℝ) {c : ℝ} (hc : 0 < c) :
    (0 < s ∧ s * (s + 1) = 2 * c) ↔ s = (Real.sqrt (1 + 8 * c) - 1) / 2 := by
  constructor
  · rintro ⟨hs, h⟩
    have h1 : 1 + 8 * c = (2 * s + 1) ^ 2 := by linarith [h, sq (2 * s + 1)]
    rw [h1, Real.sqrt_sq (by linarith)]
    ring
  · intro h
    have hq := Real.sq_sqrt (show 0 ≤ 1 + 8 * c by linarith)
    have hq1 : 1 < Real.sqrt (1 + 8 * c) := by
      by_contra hn
      nlinarith [Real.sqrt_nonneg (1 + 8 * c), not_lt.mp hn]
    rw [h]
    constructor
    · linarith
    · linear_combination hq / 4

/-- If `s(s+1) = 2c` and a harmonic trap `2a²r²` is added to the core, the local energy
equals `a(2s+3)` at every `r > 0`. -/
theorem localEnergy_trapped (s a c : ℝ) (h : s * (s + 1) = 2 * c) {r : ℝ} (hr : 0 < r) :
    localEnergy (fun x => core c x + 2 * a ^ 2 * x ^ 2) (orbital s a) r =
      a * (2 * s + 3) := by
  rw [localEnergy_orbital _ s a hr, h]
  unfold core
  ring

end

end InverseSquareCoreCusp
```

```lean
#print axioms InverseSquareCoreCusp.localEnergy_bounded_iff
#print axioms InverseSquareCoreCusp.gaussian_spike
#print axioms InverseSquareCoreCusp.positive_power_iff
#print axioms InverseSquareCoreCusp.localEnergy_trapped
```

```
'InverseSquareCoreCusp.localEnergy_bounded_iff' depends on axioms: [propext, Classical.choice, Quot.sound]
'InverseSquareCoreCusp.gaussian_spike' depends on axioms: [propext, Classical.choice, Quot.sound]
'InverseSquareCoreCusp.positive_power_iff' depends on axioms: [propext, Classical.choice, Quot.sound]
'InverseSquareCoreCusp.localEnergy_trapped' depends on axioms: [propext, Classical.choice, Quot.sound]
```

### What the theorems say

`localEnergy V ψ r` is the local energy at radius `r` of a radial function `ψ` in a potential `V`. It is built from Lean's actual derivatives, `deriv ψ` and `deriv (deriv ψ)`, so the closed form is a theorem and not a definition. The convention is atomic units with unit mass, and `ψ` is the radial function itself, not $r\psi$; this is why the term $2\psi'/r$ appears.

`core c r` is $c/r^2$. The constant $c$ is postulated: for $c>0$ it stands for the repulsion that keeps a valence electron away from the region held by the core electrons. `orbital s a r` is $r^s e^{-ar^2}$ with a real power. It is not normalised, which does not matter because the local energy is a ratio.

The main theorem is `localEnergy_bounded_iff`. Its left side reads: there is a number `B` such that $|E(r)|\le B$ for every $r$ with $0<r<1$. The bound may depend on `s`, `a` and `c`, but not on `r`. Its right side is `s * (s + 1) = 2 * c`. There are no hypotheses on the three parameters.

The other results are these:

- `localEnergy_spike` gives the two one-sided limits. The filter `𝓝[>] 0` means that $r$ approaches $0$ from above, while `atTop` and `atBot` stand for $+\infty$ and $-\infty$.
- `gaussian_spike` is the statement about the ordinary Gaussian, written directly with `Real.exp` and assuming `0 < c`.
- `positive_power_iff` says, for `0 < c`, that $s$ is positive and satisfies the matching condition exactly when it equals the square-root expression.
- `localEnergy_trapped` gives the constant value in the trap, for any $r>0$, once the matching condition is assumed.

For variational or diffusion Monte Carlo, where the local energy is evaluated at sampled positions, the result identifies which power of $r$ removes the core spike for a single electron in one s-wave orbital of this form at a pure $1/r^2$ core. Electron–electron terms, other angular momenta, nonlocal projectors and sums of several Gaussians are not treated. Nor is a Coulomb term $-Z/r$, which would bring in a weaker singularity of its own.

Boundedness is also a condition at $r>0$ only, and it does not by itself make an orbital acceptable. For $c>0$ the equation $s(s+1)=2c$ has a second, negative root, for which the local energy is equally bounded although the orbital diverges at the origin. Choosing the positive root is a separate physical requirement. With the positive root, $a>0$ is also needed for the orbital to decay at large distance, even though whether the local energy is bounded on $0<r<1$ does not depend on $a$.

### How the proof follows the calculation

**Derivatives.** `orbital_pos` supplies the positivity that permits division by $\psi$. `hasDerivAt_orbital` is the product rule: `h1` differentiates the power, `h2` differentiates the Gaussian, and `Real.rpow_sub_one` rewrites $r^{s-1}$ as $r^s/r$, so that $\psi$ can be factored out.

`hasDerivAt_deriv_orbital` needs one extra piece of care. The formula for $\psi'$ is known only at positive radii, whereas a second derivative at $r$ requires $\psi'$ in a whole neighbourhood of $r$. Since $r>0$, all sufficiently near points are positive too. The statement `hev` records this agreement near $r$, and `congr_of_eventuallyEq` carries the derivative across.

**Closed form.** `localEnergy_orbital` inserts both derivatives. Then `field_simp` clears the denominators, including $\psi$, and `ring` does the collection of terms shown above. The potential `V` is left arbitrary here, which lets the same lemma serve both the bare core and the trapped one.

**Equivalence.** In `localEnergy_bounded_iff`, `hE` is the formula for $E$ with the coefficient `k`, and `hsmall` is the estimate $a^2r^2\le a^2$ on the interval. In the forward direction, `key` is the squeeze $|k|\le Mr$. Instead of taking a limit, the proof picks one radius that yields a contradiction. If $k\ne0$, set

$$r=\frac{|k|}{|k|+M+1},$$

which lies strictly between $0$ and $1$ because $M\ge0$. The squeeze then says $|k|\,(|k|+M+1)\le M|k|$, that is, $|k|^2+|k|\le0$, which is impossible for $|k|>0$. The reverse direction gives the explicit bound $|a(2s+3)|+2a^2$.

**Limits.** `localEnergy_spike` splits $E$ into $k\,(r^{-1})^2$ and a continuous remainder. The first part diverges with the sign of $k$, the remainder tends to the finite value $a(2s+3)$, and the sum therefore diverges in the same direction. `gaussian_spike` identifies the ordinary Gaussian with `orbital 0 a` and applies the first of the two limits.

**Matching power and trap.** In `positive_power_iff`, the forward direction takes the square root of $1+8c=(2s+1)^2$, using $s>0$ to choose the sign. The backward direction first shows that the root exceeds $1$, which makes $s$ positive, and then recovers $s(s+1)=2c$ from the square of the root. `localEnergy_trapped` applies the closed form to the potential $c/r^2+2a^2r^2$, where the matching condition cancels the singular terms and the trap cancels the quadratic one.
